# A three-iterate EDIIS functional with a strict local minimum above its global minimum

For self-consistent-field (SCF) iterates with energies $E_i$, real density matrices $D_i$ and Fock matrices $F_i$, the EDIIS functional of weights $c_i\ge 0$ with $\sum_i c_i=1$ is $f(c)=\sum_i c_iE_i-\tfrac14\sum_{i,j}c_ic_jP_{ij}$, where $P_{ij}=\mathrm{Tr}\,(F_i-F_j)(D_i-D_j)$. The factor $\tfrac14$ belongs to the convention in which the Fock matrix is the derivative of the energy with respect to the density matrix. The three iterates of the example are numbered 0, 1, 2, and a density matrix of one electron has trace one.

In Lean 4 with Mathlib:

```lean
import Mathlib

open Matrix Topology

namespace EdiisSpuriousMinimum

noncomputable section

variable {ι m : Type*} [Fintype ι] [DecidableEq ι] [Fintype m]

/-- The trace pairing of the Fock and density differences of iterates `i` and `j`. -/
def pairing (D F : ι → Matrix m m ℝ) (i j : ι) : ℝ :=
  trace ((F i - F j) * (D i - D j))

/-- The EDIIS functional of the mixing weights `c`, for iterates with energies `E`,
density matrices `D` and Fock matrices `F`. -/
def ediis (E : ι → ℝ) (D F : ι → Matrix m m ℝ) (c : ι → ℝ) : ℝ :=
  ∑ i, c i * E i - 1 / 4 * ∑ i, c i * ∑ j, c j * pairing D F i j

/-- For `i ≠ k` and weights summing to one, the factor multiplying `c i` in the rise of the EDIIS
functional above the energy of iterate `k`. -/
def slope (E : ι → ℝ) (D F : ι → Matrix m m ℝ) (k : ι) (c : ι → ℝ) (i : ι) : ℝ :=
  E i - E k - 1 / 4 * ∑ j, c j * pairing D F i j - 1 / 4 * c k * pairing D F i k

/-- For weights summing to one, the EDIIS functional exceeds the energy of iterate `k` by the
sum of the other weights times their slopes. -/
theorem ediis_sub_energy (E : ι → ℝ) (D F : ι → Matrix m m ℝ) (k : ι) (c : ι → ℝ)
    (hc : ∑ i, c i = 1) :
    ediis E D F c - E k = ∑ i ∈ Finset.univ.erase k, c i * slope E D F k c i := by
  have hsymm : ∀ i, pairing D F k i = pairing D F i k := by
    intro i
    unfold pairing
    rw [← neg_sub (F i) (F k), ← neg_sub (D i) (D k), neg_mul_neg]
  have hzero : pairing D F k k = 0 := by simp [pairing]
  -- separate the reference iterate from every sum
  have h1 := Finset.add_sum_erase Finset.univ (fun i => c i * E i) (Finset.mem_univ k)
  have h2 := Finset.add_sum_erase Finset.univ
    (fun i => c i * ∑ j, c j * pairing D F i j) (Finset.mem_univ k)
  have h3 := Finset.add_sum_erase Finset.univ
    (fun j => c j * pairing D F k j) (Finset.mem_univ k)
  have h4 := Finset.add_sum_erase Finset.univ c (Finset.mem_univ k)
  have h5 : ∑ i ∈ Finset.univ.erase k, c i * slope E D F k c i
      = ∑ i ∈ Finset.univ.erase k, c i * E i - E k * ∑ i ∈ Finset.univ.erase k, c i
        - 1 / 4 * ∑ i ∈ Finset.univ.erase k, c i * ∑ j, c j * pairing D F i j
        - 1 / 4 * c k * ∑ i ∈ Finset.univ.erase k, c i * pairing D F k i := by
    rw [Finset.mul_sum, Finset.mul_sum, Finset.mul_sum, ← Finset.sum_sub_distrib,
      ← Finset.sum_sub_distrib, ← Finset.sum_sub_distrib]
    refine Finset.sum_congr rfl fun i _ => ?_
    rw [hsymm i, slope]
    ring
  simp only [hzero, mul_zero, zero_add] at h3
  rw [hc] at h4
  rw [h5, h3, ediis, ← h1, ← h2]
  linear_combination E k * h4

/-- If `E k < E i - Tr((F i - F k)(D i - D k))/2` for every other iterate `i`, then putting all
weight on iterate `k` is a strict local minimum of EDIIS on the simplex, with value `E k`. -/
theorem vertex_strict_local_min (E : ι → ℝ) (D F : ι → Matrix m m ℝ) (k : ι)
    (h : ∀ i, i ≠ k → E k < E i - 1 / 2 * pairing D F i k) :
    ediis E D F (Pi.single k 1) = E k ∧
    ∀ᶠ c in 𝓝[stdSimplex ℝ ι] (Pi.single k 1),
      c ≠ Pi.single k 1 → E k < ediis E D F c := by
  refine ⟨by simp [ediis, pairing, Pi.single_apply], ?_⟩
  -- all slopes are positive at the vertex, hence also near it
  have hall : ∀ᶠ c in 𝓝 (Pi.single k 1 : ι → ℝ),
      ∀ i ∈ Finset.univ.erase k, 0 < slope E D F k c i := by
    refine (Filter.eventually_all_finset _).2 fun i hi => ?_
    have hcont : Continuous fun c : ι → ℝ => slope E D F k c i := by
      unfold slope
      fun_prop
    have hpos : 0 < slope E D F k (Pi.single k 1) i := by
      have hik := h i (Finset.ne_of_mem_erase hi)
      have hs : ∑ j, (Pi.single k 1 : ι → ℝ) j * pairing D F i j = pairing D F i k := by
        simp [Pi.single_apply]
      rw [slope, hs, Pi.single_eq_same]
      linarith
    exact (hcont.tendsto _).eventually_const_lt hpos
  filter_upwards [self_mem_nhdsWithin, mem_nhdsWithin_of_mem_nhds hall] with c hc hs hne
  -- away from the vertex some other weight is positive
  have hex : ∃ i ∈ Finset.univ.erase k, 0 < c i := by
    by_contra hno
    push Not at hno
    have hz : ∀ i ∈ Finset.univ.erase k, c i = 0 :=
      fun i hi => le_antisymm (hno i hi) (hc.1 i)
    have hk := Finset.add_sum_erase Finset.univ c (Finset.mem_univ k)
    rw [Finset.sum_eq_zero hz, hc.2, add_zero] at hk
    apply hne
    ext i
    by_cases hi : i = k
    · subst hi
      simpa using hk
    · rw [Pi.single_eq_of_ne hi]
      exact hz i (Finset.mem_erase.2 ⟨hi, Finset.mem_univ i⟩)
  obtain ⟨i, hi, hci⟩ := hex
  have hsum : 0 < ∑ i ∈ Finset.univ.erase k, c i * slope E D F k c i :=
    Finset.sum_pos' (fun j hj => mul_nonneg (hc.1 j) (hs j hj).le)
      ⟨i, hi, mul_pos hci (hs i hi)⟩
  linarith [ediis_sub_energy E D F k c hc.2]

/-- The density matrix of one electron in basis orbital `i` of three. -/
def density (i : Fin 3) : Matrix (Fin 3) (Fin 3) ℝ :=
  diagonal fun j => if j = i then 1 else 0

/-- The core Hamiltonian, with orbital energies 1, 2, 2. -/
def core : Matrix (Fin 3) (Fin 3) ℝ := diagonal ![1, 2, 2]

/-- The Fock matrix `h - 2D` of iterate `i`. -/
def fock (i : Fin 3) : Matrix (Fin 3) (Fin 3) ℝ := core - (2 : ℝ) • density i

/-- The mean-field energy `Tr(hD) - Tr(D²)` of iterate `i`. -/
def energy (i : Fin 3) : ℝ := trace (core * density i) - trace (density i * density i)

/-- The EDIIS functional of the three model iterates. -/
def model (c : Fin 3 → ℝ) : ℝ := ediis energy density fock c

/-- Each model density matrix is idempotent, has trace one and commutes with its own
Fock matrix. -/
theorem iterates_self_consistent (i : Fin 3) :
    density i * density i = density i ∧ trace (density i) = 1 ∧
      fock i * density i = density i * fock i := by
  have hcd : core * density i = density i * core := by
    unfold core density
    rw [diagonal_mul_diagonal, diagonal_mul_diagonal]
    congr 1
    ext j
    exact mul_comm _ _
  refine ⟨by simp [density, diagonal_mul_diagonal], by simp [density, trace_diagonal], ?_⟩
  rw [fock, sub_mul, mul_sub, hcd, smul_mul_assoc, mul_smul_comm]

/-- The model energies are 0, 1, 1, and the trace pairing of any two distinct iterates is -4. -/
theorem model_data (i j : Fin 3) :
    energy i = ![0, 1, 1] i ∧ pairing density fock i j = if i = j then 0 else -4 := by
  constructor
  · unfold energy core density
    rw [diagonal_mul_diagonal, diagonal_mul_diagonal, trace_diagonal, trace_diagonal,
      Fin.sum_univ_three, Fin.sum_univ_three]
    have third : ∀ a b d : ℝ, (![a, b, d] : Fin 3 → ℝ) 2 = d := fun _ _ _ => rfl
    fin_cases i <;> norm_num [Fin.ext_iff, third]
  · have hF : fock i - fock j = (-2 : ℝ) • (density i - density j) := by
      unfold fock
      module
    rw [pairing, hF, smul_mul_assoc, trace_smul]
    unfold density
    rw [diagonal_sub, diagonal_mul_diagonal, trace_diagonal, Fin.sum_univ_three]
    fin_cases i <;> fin_cases j <;> norm_num [Fin.ext_iff]

/-- The EDIIS functional of the model as an explicit quadratic in the three weights. -/
theorem model_formula (c : Fin 3 → ℝ) :
    model c = c 1 + c 2 + 2 * (c 0 * c 1 + c 0 * c 2 + c 1 * c 2) := by
  simp only [model, ediis, fun i => (model_data i i).1, fun i j => (model_data i j).2,
    Fin.sum_univ_three]
  have third : ∀ a b d : ℝ, (![a, b, d] : Fin 3 → ℝ) 2 = d := fun _ _ _ => rfl
  norm_num [Fin.ext_iff, third]
  ring

/-- On the simplex the model EDIIS functional has a strict local minimum of value 1 at
`(0,1,0)`, while its unique global minimum is 0 at `(1,0,0)`. -/
theorem spurious_minimum :
    model ![0, 1, 0] = 1 ∧
    (∀ᶠ c in 𝓝[stdSimplex ℝ (Fin 3)] ![0, 1, 0], c ≠ ![0, 1, 0] → 1 < model c) ∧
    model ![1, 0, 0] = 0 ∧
    ∀ c ∈ stdSimplex ℝ (Fin 3), c ≠ ![1, 0, 0] → 0 < model c := by
  refine ⟨by simp [model_formula], ?_, by simp [model_formula], ?_⟩
  · have hv : (Pi.single 1 1 : Fin 3 → ℝ) = ![0, 1, 0] := by
      ext i
      fin_cases i <;> simp
    have h := (vertex_strict_local_min energy density fock 1 (by
      intro i hi
      rw [(model_data 1 1).1, (model_data i 1).1, (model_data i 1).2, if_neg hi]
      fin_cases i <;> norm_num)).2
    have hE : energy 1 = 1 := by simp [(model_data 1 1).1]
    rw [hv, hE] at h
    exact h
  · intro c hc hne
    have h0 := hc.1 0
    have h1 := hc.1 1
    have h2 := hc.1 2
    have hs := hc.2
    rw [Fin.sum_univ_three] at hs
    by_contra hle
    rw [model_formula] at hle
    have p1 := mul_nonneg h0 h1
    have p2 := mul_nonneg h0 h2
    have p3 := mul_nonneg h1 h2
    apply hne
    ext i
    fin_cases i
    · change c 0 = 1
      linarith
    · change c 1 = 0
      linarith
    · change c 2 = 0
      linarith

/-- The model EDIIS functional is not convex on the simplex. -/
theorem model_not_convex : ¬ ConvexOn ℝ (stdSimplex ℝ (Fin 3)) model := by
  intro h
  have hx : (![1, 0, 0] : Fin 3 → ℝ) ∈ stdSimplex ℝ (Fin 3) :=
    ⟨fun i => by fin_cases i <;> simp, by simp [Fin.sum_univ_three]⟩
  have hy : (![0, 1, 0] : Fin 3 → ℝ) ∈ stdSimplex ℝ (Fin 3) :=
    ⟨fun i => by fin_cases i <;> simp, by simp [Fin.sum_univ_three]⟩
  -- the midpoint of the edge lies above the chord
  have hm := h.2 hx hy (by norm_num : (0 : ℝ) ≤ 1 / 2) (by norm_num : (0 : ℝ) ≤ 1 / 2)
    (by norm_num)
  have third : ∀ a b d : ℝ, (![a, b, d] : Fin 3 → ℝ) 2 = d := fun _ _ _ => rfl
  norm_num [model_formula, third] at hm

/-- A point of the simplex with `c 1 > 1/2` and a model EDIIS value of at most 1 must be `(0,1,0)`.
-/
theorem basin (c : Fin 3 → ℝ) (hc : c ∈ stdSimplex ℝ (Fin 3)) (h : 1 / 2 < c 1)
    (hf : model c ≤ 1) : c = ![0, 1, 0] := by
  have h0 := hc.1 0
  have h2 := hc.1 2
  have hs := hc.2
  rw [Fin.sum_univ_three] at hs
  have hid : model c - 1 = (c 0 + c 2) * (2 * c 1 - 1) + c 2 + 2 * (c 0 * c 2) := by
    have e0 : c 0 = 1 - c 1 - c 2 := by linarith
    rw [model_formula, e0]
    ring
  have hle : c 0 + c 2 ≤ 0 := by
    by_contra hn
    have hp := mul_pos (not_le.1 hn) (by linarith : 0 < 2 * c 1 - 1)
    linarith [mul_nonneg h0 h2]
  ext i
  fin_cases i
  · change c 0 = 0
    linarith
  · change c 1 = 1
    linarith
  · change c 2 = 0
    linarith

/-- An iteration on the simplex that starts at `(0,1,0)`, never raises the model EDIIS value and
changes the weight `c 1` by less than 1/2 per step stays at `(0,1,0)` forever. -/
theorem short_step_descent_stuck (x : ℕ → Fin 3 → ℝ) (hx : ∀ n, x n ∈ stdSimplex ℝ (Fin 3))
    (hstart : x 0 = ![0, 1, 0]) (hdesc : ∀ n, model (x (n + 1)) ≤ model (x n))
    (hstep : ∀ n, |x (n + 1) 1 - x n 1| < 1 / 2) (n : ℕ) : x n = ![0, 1, 0] := by
  induction n with
  | zero => exact hstart
  | succ n ih =>
    have h1 : x n 1 = 1 := by simp [ih]
    have hd := hdesc n
    rw [ih, spurious_minimum.1] at hd
    have hlt := (abs_lt.1 (hstep n)).1
    exact basin _ (hx _) (by linarith) hd

/-- Every continuous path on the simplex from `(0,1,0)` to `(1,0,0)` passes through a point
where the model EDIIS value is at least 9/8. -/
theorem barrier (γ : ℝ → Fin 3 → ℝ) (hγ : ContinuousOn γ (Set.Icc 0 1))
    (hmem : ∀ t ∈ Set.Icc (0 : ℝ) 1, γ t ∈ stdSimplex ℝ (Fin 3))
    (h0 : γ 0 = ![0, 1, 0]) (h1 : γ 1 = ![1, 0, 0]) :
    ∃ t ∈ Set.Icc (0 : ℝ) 1, 9 / 8 ≤ model (γ t) := by
  have hcont : ContinuousOn (fun t => γ t 1) (Set.Icc 0 1) :=
    (continuous_apply (1 : Fin 3)).comp_continuousOn hγ
  -- the path must cross the plane where the second weight is 3/4
  have hivt : (3 / 4 : ℝ) ∈ (fun t => γ t 1) '' Set.Icc 0 1 := by
    apply intermediate_value_Icc' zero_le_one hcont
    constructor <;> norm_num [h0, h1]
  obtain ⟨t, ht, hval⟩ := hivt
  have hv : γ t 1 = 3 / 4 := hval
  have hs := (hmem t ht).2
  rw [Fin.sum_univ_three] at hs
  refine ⟨t, ht, ?_⟩
  rw [model_formula, hv]
  linarith [mul_nonneg ((hmem t ht).1 0) ((hmem t ht).1 2), (hmem t ht).1 2]

end

end EdiisSpuriousMinimum
```

```lean
#print axioms EdiisSpuriousMinimum.spurious_minimum
#print axioms EdiisSpuriousMinimum.model_not_convex
#print axioms EdiisSpuriousMinimum.short_step_descent_stuck
#print axioms EdiisSpuriousMinimum.barrier
```

```
'EdiisSpuriousMinimum.spurious_minimum' depends on axioms: [propext, Classical.choice, Quot.sound]
'EdiisSpuriousMinimum.model_not_convex' depends on axioms: [propext, Classical.choice, Quot.sound]
'EdiisSpuriousMinimum.short_step_descent_stuck' depends on axioms: [propext, Classical.choice, Quot.sound]
'EdiisSpuriousMinimum.barrier' depends on axioms: [propext, Classical.choice, Quot.sound]
```

## A local and a global minimum on one simplex

In the file, $f$ is `ediis` and $P_{ij}$ is `pairing`. The type `ι` labels finitely many iterates, `m` labels finitely many basis functions, and `stdSimplex` is the set of allowed weights. The vertex with all weight on iterate $k$ is `Pi.single k 1`.

The main theorem, `spurious_minimum`, concerns the functional `model`, which `model_formula` identifies as
$$f(c)=c_1+c_2+2(c_0c_1+c_0c_2+c_1c_2).$$
It states that $f(0,1,0)=1$, and that every other point of the simplex close enough to $(0,1,0)$ has a larger value. "Close enough" is the filter statement `∀ᶠ c in 𝓝[stdSimplex ℝ (Fin 3)] ![0, 1, 0]`. It also states that $f(1,0,0)=0$ and that $f$ is positive everywhere else on the simplex.

This one-electron, three-orbital model shows that a local solver for the EDIIS weights can stop at a point that is not the global minimiser. Its three iterates are self-consistent solutions chosen by hand, not the output of an SCF run.

## The SCF model behind the quadratic

The core Hamiltonian is $h=\mathrm{diag}(1,2,2)$, and $D_i$ places the electron in basis orbital $i$. The energy is $\mathrm{Tr}(hD)-\mathrm{Tr}(D^2)$ and the Fock matrix is $F=h-2D$, its derivative with respect to $D$. The term $-2D$ is a postulated attractive mean field, which lowers the level of whichever orbital is occupied; it is not derived from Coulomb integrals.

The theorem `iterates_self_consistent` shows that each $D_i$ is idempotent, has trace one and commutes with its own $F_i$. The local minimum at $(0,1,0)$ therefore sits at a stationary SCF solution of higher energy than iterate 0. It is a minimum with respect to the mixing weights, not with respect to the orbital: rotating the occupied orbital from basis orbital 1 towards basis orbital 0 keeps $\mathrm{Tr}(D^2)=1$ and lowers $\mathrm{Tr}(hD)$, so the energy falls. The basis is orthonormal, and $h$ and the matrices $D_i$ and $F_i$ of the three iterates are diagonal; the density matrix of a rotated orbital is not.

## When a vertex is a strict local minimum

The general theorem `vertex_strict_local_min` takes arbitrary $E$, $D$ and $F$, with no relation assumed between them, and requires
$$E_k<E_i-\tfrac12P_{ik}\qquad(i\ne k).$$
This says that $f$ has a positive initial slope along every edge leaving vertex $k$. If the energy is quadratic in the density with $F$ as its derivative, the condition reads $\mathrm{Tr}\,F_k(D_i-D_k)>0$: mixing in the density of any other iterate raises the energy to first order.

To derive the result, note that $P_{ik}=P_{ki}$ and $P_{kk}=0$. Since the weights sum to one,
$$f(c)-E_k=\sum_{i\ne k}c_i(E_i-E_k)-\tfrac14\sum_i c_i\sum_jc_jP_{ij}.$$
The $i=k$ term of the double sum is $c_k\sum_{i\ne k}c_iP_{ik}$. Collecting the factors of $c_i$ gives
$$f(c)-E_k=\sum_{i\ne k}c_is_i(c),\qquad s_i(c)=E_i-E_k-\tfrac14\sum_jc_jP_{ij}-\tfrac14c_kP_{ik}.$$
This is `ediis_sub_energy`, with $s_i$ called `slope`. Its proof separates iterate $k$ from each sum with `Finset.add_sum_erase` and finishes with `linear_combination`.

At the vertex, $s_i=E_i-E_k-\tfrac12P_{ik}>0$. Each $s_i$ is continuous (`fun_prop`), and there are finitely many of them, so all stay positive in a common neighbourhood (`Filter.eventually_all_finset`). A simplex point other than the vertex has some $c_i>0$ with $i\ne k$, since otherwise $c_k=1$. The sum then has no negative term and at least one positive term, which is the step `Finset.sum_pos'`.

## The numbers for three iterates

The energies are $E_0=1-1=0$ and $E_1=E_2=2-1=1$. For $i\ne j$, $F_i-F_j=-2(D_i-D_j)$, and $(D_i-D_j)^2$ has two diagonal entries equal to one, so $P_{ij}=-4$. The theorem `model_data` checks these values case by case. Each unordered pair occurs twice in the double sum and contributes $-\tfrac14\cdot2\cdot(-4)\,c_ic_j=2c_ic_j$, which yields the explicit quadratic.

For $k=1$ the vertex condition reads $1<0+2$ against iterate 0 and $1<1+2$ against iterate 2. Both hold, so $(0,1,0)$ is a strict local minimum. Exchanging iterates 1 and 2 leaves $f$ unchanged, so $(0,0,1)$ is another one, also of value 1. For the global minimum, every term of $f$ is non-negative, and $f(c)=0$ forces $c_1=c_2=0$, hence $c_0=1$.

Convexity fails on the edge between $(1,0,0)$ and $(0,1,0)$: $f(\tfrac12,\tfrac12,0)=1$, whereas the average of the end values is $\tfrac12$. The theorem `model_not_convex` applies the definition of convexity at this midpoint.

## Trapped descent and the barrier

Substituting $c_0=1-c_1-c_2$ verifies the identity
$$f(c)-1=(c_0+c_2)(2c_1-1)+c_2+2c_0c_2.$$
If $c_1>\tfrac12$ and $f(c)\le1$, then $c_0+c_2$ must vanish, which leaves only $(0,1,0)$. This is `basin`.

The theorem `short_step_descent_stuck` applies it to an iteration that starts exactly at $(0,1,0)$, stays on the simplex, never raises $f$ and changes $c_1$ by less than $\tfrac12$ per step. By induction, if the current point is the vertex, the next one has $c_1>\tfrac12$ and $f\le1$, so it is the vertex again. Solvers that take longer steps, accept increases or start elsewhere are not covered.

The theorem `barrier` concerns continuous paths on the simplex from $(0,1,0)$ to $(1,0,0)$. Along such a path $c_1$ goes from 1 to 0, so by the intermediate value theorem (`intermediate_value_Icc'`) it equals $\tfrac34$ somewhere. There $c_0+c_2=\tfrac14$, and the identity gives
$$f(c)-1=\tfrac18+c_2+2c_0c_2\ge\tfrac18.$$
Every such path therefore reaches a value of at least $\tfrac98$.
